# Mean-field kinetics overestimates the two-state recombination rate on a nanoparticle when recombination is fast

Take a particle that is empty or holds one atom. Atoms arrive at rate 1, and a lone atom desorbs at rate 1. A second arrival reacts with it at once, and the molecule leaves. The particle stays empty for a mean time $1$ and occupied for $1/2$, so it is occupied one third of the time and makes $1/3$ molecule per unit time.

A rate equation for the mean atom number $n$ lets this average react with itself, even when no partner is present. For fast recombination it predicts $1/2$. The general case has arrival rate $F>0$ and desorption rate $W>0$ per atom.

## The two models

```lean
import Mathlib

open Matrix Filter Topology

namespace NanoparticleRecombination

/-- Generator of the chain whose states 0 and 1 count the atoms on the particle. An atom arrives
at rate `F`; a lone atom is lost by desorption at rate `W` or by recombination with an
arriving partner at rate `F`. -/
def generator (F W : ℝ) : Matrix (Fin 2) (Fin 2) ℝ :=
  !![-F, F; W + F, -(W + F)]
```

`Fin 2` labels the states 0 and 1. Row $i$, column $j$ of the matrix $Q$ holds the rate from $i$ to $j$, and each diagonal entry makes its row sum to zero. Instant recombination is built in: there is no state with two atoms. This idealises a particle on which atoms meet much faster than they arrive or desorb; the chain is not derived from one with finite recombination rate.

```lean
/-- Weights on the two states that sum to one and that the master equation leaves unchanged.
Non-negativity is not imposed; it follows when `F` and `W` are positive. -/
def IsStationary (F W : ℝ) (p : Fin 2 → ℝ) : Prop :=
  p ᵥ* generator F W = 0 ∧ p 0 + p 1 = 1
```

The distribution $p=(p_0,p_1)$ is a row vector, and `ᵥ*` multiplies it by the matrix from the left. Stationarity means $pQ=0$ and $p_0+p_1=1$.

```lean
/-- Molecules formed per unit time: atoms arrive at rate `F` and react if they find a partner. -/
def moleculeRate (F : ℝ) (p : Fin 2 → ℝ) : ℝ := F * p 1
```

A molecule forms when an atom arrives at an occupied particle, so the rate is $R=Fp_1$.

```lean
/-- A positive mean atom number `n` at which arrival balances desorption and pair recombination
in the mean-field rate equation; each recombination event removes two atoms. -/
def IsMeanField (F W A n : ℝ) : Prop :=
  0 < n ∧ F = W * n + 2 * A * n ^ 2
```

The constant $A$ measures how quickly atoms on the particle find each other and react. The mean-field molecule rate is $An^2$, and each molecule removes two atoms, so $F=Wn+2An^2$ with $n>0$.

## Solving the chain

```lean
/-- The master equation is at rest exactly when the probability flows between the empty and
the singly occupied particle cancel. -/
theorem flow_balance (F W : ℝ) (p : Fin 2 → ℝ) :
    p ᵥ* generator F W = 0 ↔ F * p 0 = (F + W) * p 1 := by
  constructor
  · intro h
    have h0 := congrFun h 0
    simp [generator, Matrix.vecMul, dotProduct, Fin.sum_univ_two] at h0
    linarith
  · intro h
    ext i
    fin_cases i <;>
      simp [generator, Matrix.vecMul, dotProduct, Fin.sum_univ_two] <;> linarith
```

The first component of $pQ=0$ reads $-Fp_0+(W+F)p_1=0$; the second is its negative. Lean extracts the first with `congrFun h 0`, and checks both for the converse.

```lean
/-- For positive arrival and desorption rates the chain has exactly one stationary distribution,
with occupation probability `F / (2F + W)`. -/
theorem stationary_iff {F W : ℝ} (hF : 0 < F) (hW : 0 < W) (p : Fin 2 → ℝ) :
    IsStationary F W p ↔ p = ![(F + W) / (2 * F + W), F / (2 * F + W)] := by
  have hne : 2 * F + W ≠ 0 := by positivity
  unfold IsStationary
  rw [flow_balance]
  constructor
  · rintro ⟨e1, e2⟩
    have h0 : p 0 = (F + W) / (2 * F + W) := by
      rw [eq_div_iff hne]
      linear_combination e1 + (F + W) * e2
    have h1 : p 1 = F / (2 * F + W) := by
      rw [eq_div_iff hne]
      linear_combination F * e2 - e1
    ext i
    fin_cases i <;> simp [h0, h1]
  · intro h
    have h0 : p 0 = (F + W) / (2 * F + W) := by rw [h]; simp
    have h1 : p 1 = F / (2 * F + W) := by rw [h]; simp
    rw [h0, h1]
    constructor
    · ring
    · rw [← add_div, div_eq_one_iff_eq hne]
      ring
```

Putting $p_0=1-p_1$ into the flow balance gives $F=(2F+W)p_1$, hence
$$p_1=\frac{F}{2F+W},\qquad p_0=\frac{F+W}{2F+W}.$$
The `↔` says that this distribution is stationary and that no other is. `linear_combination` names the multiples of the two equations that yield each result.

```lean
/-- In the stationary chain every arriving atom either desorbs or leaves in a molecule, which
carries two atoms. -/
theorem atom_balance {F W : ℝ} {p : Fin 2 → ℝ} (hp : IsStationary F W p) :
    F = W * p 1 + 2 * moleculeRate F p := by
  have e1 := (flow_balance F W p).1 hp.1
  have e2 := hp.2
  unfold moleculeRate
  linear_combination e1 - F * e2
```

By normalisation and flow balance,
$$F=Fp_0+Fp_1=(F+W)p_1+Fp_1=Wp_1+2R.$$
This has the form of the mean-field balance, with $R$ in place of $An^2$.

## Solving the mean-field equation

```lean
/-- For positive arrival, desorption and recombination rates the mean-field equation has exactly
one positive solution, given by the quadratic formula. -/
theorem meanField_iff {F W A : ℝ} (hF : 0 < F) (hW : 0 < W) (hA : 0 < A) (n : ℝ) :
    IsMeanField F W A n ↔ n = (√(W ^ 2 + 8 * A * F) - W) / (4 * A) := by
  have hs : √(W ^ 2 + 8 * A * F) ^ 2 = W ^ 2 + 8 * A * F := Real.sq_sqrt (by positivity)
  have hs0 : 0 ≤ √(W ^ 2 + 8 * A * F) := Real.sqrt_nonneg _
  have hAF : 0 < A * F := mul_pos hA hF
  have h4 : 4 * A ≠ 0 := by positivity
  rw [eq_div_iff h4]
  generalize √(W ^ 2 + 8 * A * F) = s at hs hs0
  constructor
  · rintro ⟨hn, hb⟩
    -- completing the square
    have hpos : 0 < 4 * A * n + W := by positivity
    have hz : (4 * A * n + W - s) * (4 * A * n + W + s) = 0 := by
      linear_combination -hs - 8 * A * hb
    rcases mul_eq_zero.1 hz with h | h <;> linarith
  · intro h
    have hsW : W < s := by nlinarith
    refine ⟨?_, ?_⟩
    · have h' : 0 < n * (4 * A) := by linarith
      exact pos_of_mul_pos_left h' (by positivity)
    · have h8 : 8 * A ≠ 0 := by positivity
      apply mul_left_cancel₀ h8
      have hs' : s = n * (4 * A) + W := by linarith
      rw [hs'] at hs
      linear_combination -hs
```

Multiplying the balance by $8A$ and completing the square gives $(4An+W)^2=W^2+8AF$. Since $4An+W>0$, only the positive root survives:
$$n=\frac{\sqrt{W^2+8AF}-W}{4A}.$$
Lean calls the square root `s` and factors the difference of squares. Conversely, $s>W$ makes this $n$ positive. A solution thus exists for every $A>0$, as the next theorem requires.

## Comparing the rates

```lean
/-- For positive arrival and desorption rates the stationary chain makes `F² / (2F + W)` molecules
per unit time, whereas the mean-field rate tends to the strictly larger value `F / 2` as the
recombination constant `A` grows. -/
theorem exact_rate_and_meanField_limit {F W : ℝ} (hF : 0 < F) (hW : 0 < W)
    {p : Fin 2 → ℝ} (hp : IsStationary F W p)
    {n : ℝ → ℝ} (hn : ∀ A, 0 < A → IsMeanField F W A (n A)) :
    moleculeRate F p = F ^ 2 / (2 * F + W) ∧
      Tendsto (fun A => A * n A ^ 2) atTop (𝓝 (F / 2)) ∧
      F ^ 2 / (2 * F + W) < F / 2 := by
  refine ⟨?_, ?_, ?_⟩
  · have h1 : p 1 = F / (2 * F + W) := by rw [(stationary_iff hF hW p).1 hp]; simp
    rw [moleculeRate, h1]
    ring
  · -- the mean atom number is squeezed to zero by `2 A n² ≤ F`
    have hb : Tendsto (fun A : ℝ => √(F / (2 * A))) atTop (𝓝 0) := by
      have h : Tendsto (fun A : ℝ => F / (2 * A)) atTop (𝓝 0) :=
        tendsto_const_nhds.div_atTop (tendsto_id.const_mul_atTop two_pos)
      have h2 := (Real.continuous_sqrt.tendsto 0).comp h
      rw [Real.sqrt_zero] at h2
      exact h2
    have hn0 : Tendsto n atTop (𝓝 0) := by
      refine tendsto_of_tendsto_of_tendsto_of_le_of_le' tendsto_const_nhds hb ?_ ?_
      · filter_upwards [eventually_gt_atTop 0] with A hA
        exact (hn A hA).1.le
      · filter_upwards [eventually_gt_atTop 0] with A hA
        obtain ⟨hpos, hbal⟩ := hn A hA
        rw [Real.le_sqrt' hpos, le_div_iff₀ (by positivity)]
        have := mul_pos hW hpos
        linarith
    -- the atoms that do not desorb leave in pairs
    have hl : Tendsto (fun A => (F - W * n A) / 2) atTop (𝓝 (F / 2)) := by
      have h := ((hn0.const_mul W).const_sub F).div_const 2
      simpa using h
    refine hl.congr' ?_
    filter_upwards [eventually_gt_atTop 0] with A hA
    have := (hn A hA).2
    linarith
  · rw [div_lt_div_iff₀ (by positivity) two_pos]
    nlinarith [mul_pos hF hW]
```

Here `n` is a function of $A$ that solves the balance for each $A>0$, and `Tendsto … atTop` means the limit $A\to\infty$. The three claims follow in turn.

- The chain's rate is $R=Fp_1=F^2/(2F+W)$.
- From $2An^2=F-Wn\le F$ we get $0<n\le\sqrt{F/(2A)}$, which squeezes $n$ to zero. Therefore $An^2=(F-Wn)/2\to F/2$.
- Cross-multiplied, the strict inequality is $2F^2<F(2F+W)$, which holds because $FW>0$.

`filter_upwards` restricts the limit arguments to $A>0$.

```lean
/-- For positive arrival and desorption rates the mean-field equation overestimates the two-state
molecule rate exactly when the recombination constant `A` exceeds `2F + W`. -/
theorem meanField_overestimates_iff {F W A n : ℝ} (hF : 0 < F) (hW : 0 < W)
    {p : Fin 2 → ℝ} (hp : IsStationary F W p) (hn : IsMeanField F W A n) :
    moleculeRate F p < A * n ^ 2 ↔ 2 * F + W < A := by
  obtain ⟨hpos, hbal⟩ := hn
  have hat := atom_balance hp
  have h1 : p 1 = F / (2 * F + W) := by rw [(stationary_iff hF hW p).1 hp]; simp
  have hq : 0 < p 1 := by rw [h1]; positivity
  unfold moleculeRate at hat ⊢
  generalize p 1 = q at hat hq
  have hc : 0 < 2 * F + W := by positivity
  -- the occupation `q` solves the mean-field equation with `A = 2F + W`
  have hsq : (2 * F + W) * q ^ 2 = F * q := by linear_combination -q * hat
  constructor
  · intro h
    by_contra hA
    have hnq : n < q := lt_of_mul_lt_mul_left (by linarith : W * n < W * q) hW.le
    have a1 : A * n ^ 2 ≤ (2 * F + W) * n ^ 2 :=
      mul_le_mul_of_nonneg_right (not_lt.1 hA) (sq_nonneg n)
    have a2 : (2 * F + W) * n ^ 2 ≤ (2 * F + W) * q ^ 2 := by gcongr
    linarith
  · intro hA
    by_contra h
    have hqn : q ≤ n := le_of_mul_le_mul_left (by linarith : W * q ≤ W * n) hW
    have a1 : (2 * F + W) * n ^ 2 < A * n ^ 2 := mul_lt_mul_of_pos_right hA (by positivity)
    have a2 : (2 * F + W) * q ^ 2 ≤ (2 * F + W) * n ^ 2 := by gcongr
    linarith
```

Write $q=p_1$. The two atom balances show that $An^2>Fq$ exactly when $n<q$. Also $(2F+W)q^2=Fq$.

If $An^2>Fq$, then $An^2>(2F+W)q^2>(2F+W)n^2$, so $A>2F+W$. Conversely, let $A>2F+W$ and suppose $An^2\le Fq$. Then $n\ge q$, so $An^2>(2F+W)n^2\ge(2F+W)q^2=Fq$, a contradiction. Lean argues by contradiction in both directions.

The threshold compares the mean-field rate at finite $A$ with a chain in which recombination is instantaneous. It does not test the rate equation at moderate $A$, where a particle can hold several atoms and the two-state chain is no longer a good reference.

```lean
/-- For positive arrival and desorption rates the limiting mean-field rate `F / 2` is the
two-state rate multiplied by `1 + W / (2F)`. -/
theorem limiting_overestimate {F W : ℝ} (hF : 0 < F) (hW : 0 < W)
    {p : Fin 2 → ℝ} (hp : IsStationary F W p) :
    F / 2 = (1 + W / (2 * F)) * moleculeRate F p := by
  have h1 : p 1 = F / (2 * F + W) := by rw [(stationary_iff hF hW p).1 hp]; simp
  have hne : 2 * F + W ≠ 0 := by positivity
  have hfac : 1 + W / (2 * F) = (2 * F + W) / (2 * F) := by
    rw [add_div, div_self (by positivity)]
  rw [moleculeRate, h1, hfac]
  field_simp

end NanoparticleRecombination
```

Substituting $R$ gives
$$\frac{2F+W}{2F}\cdot\frac{F^2}{2F+W}=\frac F2.$$
The limiting overestimate is large when desorption is much faster than arrival.

## Numbers for F = W = 1

The chain gives $R=1/3$, and the threshold is $A=3$. The mean-field balance is $1=n+2An^2$.

| $A$ | $n$ | $An^2$ |
|---|---|---|
| 1 | 1/2 | 1/4 |
| 3 | 1/3 | 1/3 |
| 10 | 1/5 | 2/5 |

The mean-field rate is below, equal to and above the two-state rate $1/3$ in turn. Its limit $1/2$ is $3/2$ times the chain's rate.

```lean
#print axioms NanoparticleRecombination.meanField_iff
#print axioms NanoparticleRecombination.exact_rate_and_meanField_limit
#print axioms NanoparticleRecombination.meanField_overestimates_iff
#print axioms NanoparticleRecombination.limiting_overestimate
```

```
'NanoparticleRecombination.meanField_iff' depends on axioms: [propext, Classical.choice, Quot.sound]
'NanoparticleRecombination.exact_rate_and_meanField_limit' depends on axioms: [propext, Classical.choice, Quot.sound]
'NanoparticleRecombination.meanField_overestimates_iff' depends on axioms: [propext, Classical.choice, Quot.sound]
'NanoparticleRecombination.limiting_overestimate' depends on axioms: [propext, Classical.choice, Quot.sound]
```
